# Any k orthonormal trial vectors that reach the sum of the k lowest eigenvalues of a Hermitian matrix span an invariant subspace

I put k non-interacting electrons into k orthonormal trial orbitals, expanded in a finite orthonormal basis, and add up their energies. Suppose the total equals the sum of the k lowest eigenvalues of the one-particle Hamiltonian matrix. That is agreement in a single number. Couldn't one orbital lie too high and another too low, so that the errors cancel while the space they span is still wrong? I am especially unsure when the highest filled level is degenerate with the lowest empty one, because then "the k lowest states" isn't even a unique set.

## A minimal total energy leaves no room for a wrong space

Errors in the separate orbital energies can cancel, but the space can't be wrong. At equality the trial space is mapped into itself by the Hamiltonian, even with a degeneracy at the boundary. The separate orbitals need not be eigenvectors, but diagonalising the Hamiltonian within their span gives exact eigenvectors of the full matrix.

Let H be the n by n Hermitian matrix and let C hold the trial vectors as columns, so CᴴC = 1. Write H = UDUᴴ, with U unitary and D diagonal with entries ε_i. In the eigenbasis the trial vectors are V = UᴴC, and VᴴV = 1. Their projector P = VVᴴ satisfies P² = P = Pᴴ. Call w_i = P_ii the occupation of level i. The diagonal of P² = P reads

w_i = Σ_j |P_ij|² ≥ w_i²,

so 0 ≤ w_i ≤ 1. Cyclicity of the trace gives

Σ_i w_i = k,  trace(CᴴHC) = Σ_i w_i ε_i.

Let S be a set of k lowest levels (a set of indices here, not an overlap matrix), and let s_i be 1 for i in S and 0 otherwise. If k = 0 there are no trial vectors and nothing to show. Otherwise let m be a highest level in S. If the energy equals the sum of ε_i over S, then

Σ_i (ε_i − ε_m)(w_i − s_i) = 0,

because the ε_i parts cancel by the energy condition and the ε_m parts by the particle number. For i in S both factors are at most zero; for i outside S both are at least zero. No term is negative, so every term vanishes. Levels below ε_m are therefore full, levels above it are empty, and only levels exactly at ε_m can be partly filled.

Now take ε_i < ε_j. Either ε_i < ε_m and w_i = 1, or ε_j > ε_m and w_j = 0. Keeping two terms of the sum for w_i gives

w_i² + |P_ij|² ≤ w_i for i ≠ j,

so a full or empty level has no nonzero off-diagonal entries in P. Hence P_ij = 0 whenever ε_i ≠ ε_j, which means DP = PD. Since PV = V,

DV = DPV = PDV = V(VᴴDV).

Multiplying by U from the left gives

HC = C(CᴴHC).

If (CᴴHC)y = θy with y ≠ 0, then H(Cy) = C(CᴴHC)y = θCy. The vector Cy is nonzero because CᴴCy = y.

## The trial space and the lowest levels in Lean

In `ky_fan_equality`, the finite type `n` labels the basis functions and `Fin k` the trial vectors. The hypothesis `hC` is orthonormality. The real numbers `hH.eigenvalues` are the levels, counted with multiplicity.

"The k lowest" is expressed by `hcard`, which says that `S` has k elements, and `hS`, which says that no level in `S` lies above a level outside it. At a boundary degeneracy several sets qualify, and any of them may be used. The hypothesis `hE` equates the complex trace with the real sum over `S`, read as a complex number. The conclusion is the matrix equation above.

The name Ky Fan usually refers to the inequality that no orthonormal trial set has an energy below this sum. The theorem concerns what equality implies. The bound has no theorem of its own here, but the argument above contains it: the sum of the terms (ε_i − ε_m)(w_i − s_i) is the trial energy minus the sum over S, and no term is negative.

For non-interacting electrons in a finite orthonormal basis, the trace is the energy of a Slater determinant, so the result describes the occupied space of a determinant with minimal energy. The step left to the physicist is the passage from the true one-particle operator to the matrix H: "exact" means exact for that matrix. The energies must also be equal, not merely close.

```lean
import Mathlib

open Matrix

namespace KyFanEquality

variable {n : Type*} [Fintype n] [DecidableEq n] {k : ℕ}

/-- A set `S` of levels is lowest if no level in `S` lies above a level outside `S`. -/
def IsLowest (ε : n → ℝ) (S : Finset n) : Prop :=
  ∀ i ∈ S, ∀ j ∉ S, ε i ≤ ε j

/-- The Hamiltonian with levels `ε`, written in its own eigenbasis. -/
def levelHamiltonian (ε : n → ℝ) : Matrix n n ℂ :=
  Matrix.diagonal (fun i => (ε i : ℂ))

/-- For every `k` up to the dimension there is a lowest set of exactly `k` levels. -/
theorem exists_isLowest (ε : n → ℝ) (k : ℕ) (hk : k ≤ Fintype.card n) :
    ∃ S : Finset n, S.card = k ∧ IsLowest ε S := by
  induction k with
  | zero => exact ⟨∅, rfl, by simp [IsLowest]⟩
  | succ k ih =>
    obtain ⟨S, hc, hS⟩ := ih (by omega)
    have hne : Sᶜ.Nonempty := Finset.card_pos.1 (by rw [Finset.card_compl]; omega)
    -- add the lowest level that is still missing
    obtain ⟨m, hm, hmin⟩ := Finset.exists_min_image Sᶜ ε hne
    refine ⟨insert m S, by rw [Finset.card_insert_of_notMem (Finset.mem_compl.1 hm), hc], ?_⟩
    intro i hi j hj
    rw [Finset.mem_insert, not_or] at hj
    rcases Finset.mem_insert.1 hi with rfl | hi
    · exact hmin j (Finset.mem_compl.2 hj.2)
    · exact hS i hi j hj.2

/-- Let occupations between 0 and 1 add up to the size of a lowest set `S` and have the energy
of `S`. Then of two levels with different energies, the lower is full or the upper is empty. -/
theorem full_or_empty {ε w : n → ℝ} {S : Finset n} (hS : IsLowest ε S)
    (h0 : ∀ i, 0 ≤ w i) (h1 : ∀ i, w i ≤ 1) (hN : ∑ i, w i = S.card)
    (hE : ∑ i, w i * ε i = ∑ i ∈ S, ε i) {i j : n} (hij : ε i < ε j) :
    w i = 1 ∨ w j = 0 := by
  rcases S.eq_empty_or_nonempty with rfl | hne
  · right
    have h : ∑ l, w l = 0 := by simpa using hN
    exact (Finset.sum_eq_zero_iff_of_nonneg (fun l _ => h0 l)).1 h j (Finset.mem_univ j)
  -- measure energies from the highest level in `S`
  obtain ⟨m, hm, hmax⟩ := S.exists_max_image ε hne
  have hpos : ∀ l ∈ Finset.univ,
      0 ≤ (ε l - ε m) * (w l - if l ∈ S then (1 : ℝ) else 0) := by
    intro l _
    by_cases hl : l ∈ S
    · rw [if_pos hl]
      nlinarith [mul_nonneg (sub_nonneg.2 (hmax l hl)) (sub_nonneg.2 (h1 l))]
    · rw [if_neg hl, sub_zero]
      exact mul_nonneg (sub_nonneg.2 (hS m hm l hl)) (h0 l)
  have hsum : ∑ l, (ε l - ε m) * (w l - if l ∈ S then (1 : ℝ) else 0) = 0 := by
    have e1 : ∑ l, (if l ∈ S then (1 : ℝ) else 0) = S.card := by simp
    have e2 : ∑ l, (if l ∈ S then ε l else 0) = ∑ l ∈ S, ε l := by simp
    calc _ = ∑ l, (w l * ε l - (if l ∈ S then ε l else 0)
          - ε m * (w l - if l ∈ S then (1 : ℝ) else 0)) :=
          Finset.sum_congr rfl (fun l _ => by split_ifs <;> ring)
      _ = 0 := by
          rw [Finset.sum_sub_distrib, Finset.sum_sub_distrib, ← Finset.mul_sum,
            Finset.sum_sub_distrib, e1, e2, hE, hN]
          ring
  -- a vanishing sum of nonnegative terms vanishes term by term
  have hz := (Finset.sum_eq_zero_iff_of_nonneg hpos).1 hsum
  by_cases h : ε i < ε m
  · left
    have hi : i ∈ S := by
      by_contra hi
      exact absurd (hS m hm i hi) (not_le_of_gt h)
    have hzi := hz i (Finset.mem_univ i)
    rw [if_pos hi] at hzi
    rcases mul_eq_zero.1 hzi with h' | h' <;> linarith
  · right
    have hj : j ∉ S := fun hj => by linarith [hmax j hj, not_lt.1 h]
    have hzj := hz j (Finset.mem_univ j)
    rw [if_neg hj] at hzj
    rcases mul_eq_zero.1 hzj with h' | h' <;> linarith [not_lt.1 h]

omit [DecidableEq n] in
/-- The occupation of a level in an orthogonal projector `P` is the sum of the squared moduli
of the entries in its row. -/
theorem occupation_eq {P : Matrix n n ℂ} (hP : P * P = P) (hh : P.IsHermitian) (i : n) :
    (P i i).re = ∑ j, ‖P i j‖ ^ 2 := by
  have h := congrArg Complex.re (congrFun (congrFun hP i) i)
  rw [Matrix.mul_apply, Complex.re_sum] at h
  rw [← h]
  refine Finset.sum_congr rfl (fun j _ => ?_)
  rw [← hh.apply j i, Complex.sq_norm, Complex.normSq_apply]
  simp [Complex.mul_re]

/-- In an orthogonal projector, a coherence between two different levels limits the occupation:
`w² + |P i j|² ≤ w`, where `w` is the occupation of level `i`. -/
theorem coherence_bound {P : Matrix n n ℂ} (hP : P * P = P) (hh : P.IsHermitian)
    {i j : n} (hij : i ≠ j) : (P i i).re ^ 2 + ‖P i j‖ ^ 2 ≤ (P i i).re := by
  have h : ∑ l ∈ {i, j}, ‖P i l‖ ^ 2 ≤ ∑ l, ‖P i l‖ ^ 2 :=
    Finset.sum_le_sum_of_subset_of_nonneg (Finset.subset_univ _)
      (fun _ _ _ => by positivity)
  rw [Finset.sum_pair hij, ← occupation_eq hP hh i] at h
  have h2 : (P i i).re ^ 2 ≤ ‖P i i‖ ^ 2 := by
    rw [Complex.sq_norm, Complex.normSq_apply]
    nlinarith [mul_self_nonneg (P i i).im]
  linarith

/-- In the eigenbasis: if `k` orthonormal trial vectors have the total energy of a lowest set
of `k` levels, the Hamiltonian maps their span into itself. -/
theorem invariant_in_eigenbasis {ε : n → ℝ} {V : Matrix n (Fin k) ℂ} (hV : Vᴴ * V = 1)
    {S : Finset n} (hcard : S.card = k) (hS : IsLowest ε S)
    (hE : (Vᴴ * levelHamiltonian ε * V).trace = ((∑ i ∈ S, ε i : ℝ) : ℂ)) :
    levelHamiltonian ε * V = V * (Vᴴ * levelHamiltonian ε * V) := by
  obtain ⟨P, hP⟩ : ∃ P, P = V * Vᴴ := ⟨_, rfl⟩
  have hPV : P * V = V := by rw [hP, Matrix.mul_assoc, hV, Matrix.mul_one]
  have hPP : P * P = P := by
    calc P * P = P * V * Vᴴ := by rw [Matrix.mul_assoc, ← hP]
      _ = P := by rw [hPV, ← hP]
  have hh : P.IsHermitian := by
    rw [hP, Matrix.IsHermitian, conjTranspose_mul, conjTranspose_conjTranspose]
  have h0 : ∀ i, 0 ≤ (P i i).re := fun i => by
    rw [occupation_eq hPP hh i]
    positivity
  have h1 : ∀ i, (P i i).re ≤ 1 := fun i => by
    have h : ‖P i i‖ ^ 2 ≤ ∑ l, ‖P i l‖ ^ 2 :=
      Finset.single_le_sum (f := fun l => ‖P i l‖ ^ 2)
        (fun _ _ => by positivity) (Finset.mem_univ i)
    rw [← occupation_eq hPP hh i, Complex.sq_norm, Complex.normSq_apply] at h
    nlinarith [mul_self_nonneg (P i i).im, mul_self_nonneg ((P i i).re - 1)]
  have hN : ∑ i, (P i i).re = S.card := by
    have h : P.trace = (k : ℂ) := by
      rw [hP, Matrix.trace_mul_comm, hV, Matrix.trace_one, Fintype.card_fin]
    have h2 := congrArg Complex.re h
    rw [hcard]
    simpa [Matrix.trace] using h2
  have hE' : ∑ i, (P i i).re * ε i = ∑ i ∈ S, ε i := by
    have ht : (Vᴴ * levelHamiltonian ε * V).trace = (levelHamiltonian ε * P).trace := by
      rw [hP, Matrix.mul_assoc, Matrix.trace_mul_comm, Matrix.mul_assoc]
    have h := congrArg Complex.re (ht.symm.trans hE)
    simpa [levelHamiltonian, Matrix.trace, Matrix.diagonal_mul, mul_comm] using h
  -- the projector does not mix levels of different energy
  have hz : ∀ i j, ε i < ε j → P i j = 0 ∧ P j i = 0 := by
    intro i j hij
    have hne : i ≠ j := fun h => by simp [h] at hij
    have hs : P j i = star (P i j) := (hh.apply j i).symm
    rcases full_or_empty hS h0 h1 hN hE' hij with h | h
    · have hb := coherence_bound hPP hh hne
      rw [h] at hb
      have hp : P i j = 0 := norm_eq_zero.1 (by nlinarith [norm_nonneg (P i j)])
      exact ⟨hp, by rw [hs, hp, star_zero]⟩
    · have hb := coherence_bound hPP hh hne.symm
      rw [h] at hb
      have hp : P j i = 0 := norm_eq_zero.1 (by nlinarith [norm_nonneg (P j i)])
      exact ⟨by rw [← hh.apply i j, hp, star_zero], hp⟩
  have hcomm : levelHamiltonian ε * P = P * levelHamiltonian ε := by
    ext i j
    rw [levelHamiltonian, Matrix.diagonal_mul, Matrix.mul_diagonal]
    rcases lt_trichotomy (ε i) (ε j) with h | h | h
    · rw [(hz i j h).1, mul_zero, zero_mul]
    · rw [h, mul_comm]
    · rw [(hz j i h).2, mul_zero, zero_mul]
  calc levelHamiltonian ε * V = levelHamiltonian ε * (P * V) := by rw [hPV]
    _ = P * levelHamiltonian ε * V := by rw [← Matrix.mul_assoc, hcomm]
    _ = V * (Vᴴ * levelHamiltonian ε * V) := by rw [hP]; simp only [Matrix.mul_assoc]

/-- Equality in the Ky Fan principle: if `k` orthonormal trial vectors reach the sum of the `k`
smallest eigenvalues of a Hermitian `H`, then `H C = C (Cᴴ H C)`. -/
theorem ky_fan_equality {H : Matrix n n ℂ} (hH : H.IsHermitian) {C : Matrix n (Fin k) ℂ}
    (hC : Cᴴ * C = 1) {S : Finset n} (hcard : S.card = k) (hS : IsLowest hH.eigenvalues S)
    (hE : (Cᴴ * H * C).trace = ((∑ i ∈ S, hH.eigenvalues i : ℝ) : ℂ)) :
    H * C = C * (Cᴴ * H * C) := by
  obtain ⟨U, hUdef⟩ : ∃ U : Matrix n n ℂ, U = hH.eigenvectorUnitary := ⟨_, rfl⟩
  have hU : U * Uᴴ = 1 := by
    rw [hUdef]
    exact Matrix.mem_unitaryGroup_iff.1 hH.eigenvectorUnitary.2
  have hHU : H * U = U * levelHamiltonian hH.eigenvalues := by
    ext i j
    have h := congrFun (hH.mulVec_eigenvectorBasis j) i
    rw [levelHamiltonian, Matrix.mul_diagonal, mul_comm (U i j), hUdef]
    simpa [Matrix.mul_apply, Matrix.mulVec, dotProduct,
      Matrix.IsHermitian.eigenvectorUnitary_apply] using h
  have hD : U * levelHamiltonian hH.eigenvalues * Uᴴ = H := by
    rw [← hHU, Matrix.mul_assoc, hU, Matrix.mul_one]
  -- pass to the eigenbasis, where the trial vectors are `Uᴴ C`
  have hV : (Uᴴ * C)ᴴ * (Uᴴ * C) = 1 := by
    rw [conjTranspose_mul, conjTranspose_conjTranspose, Matrix.mul_assoc,
      ← Matrix.mul_assoc U, hU, Matrix.one_mul, hC]
  have hR : (Uᴴ * C)ᴴ * levelHamiltonian hH.eigenvalues * (Uᴴ * C) = Cᴴ * H * C := by
    calc _ = Cᴴ * (U * levelHamiltonian hH.eigenvalues * Uᴴ) * C := by
          simp only [conjTranspose_mul, conjTranspose_conjTranspose, Matrix.mul_assoc]
      _ = _ := by rw [hD]
  have key := invariant_in_eigenbasis hV hcard hS (by rw [hR]; exact hE)
  rw [hR] at key
  calc H * C = U * levelHamiltonian hH.eigenvalues * Uᴴ * C := by rw [hD]
    _ = U * (levelHamiltonian hH.eigenvalues * (Uᴴ * C)) := by simp only [Matrix.mul_assoc]
    _ = U * (Uᴴ * C * (Cᴴ * H * C)) := by rw [key]
    _ = U * Uᴴ * C * (Cᴴ * H * C) := by simp only [Matrix.mul_assoc]
    _ = C * (Cᴴ * H * C) := by rw [hU, Matrix.one_mul]

/-- If `k` orthonormal trial vectors reach the sum of the `k` smallest eigenvalues of a Hermitian
`H`, every eigenpair of the small matrix `Cᴴ H C` gives an exact eigenpair of `H`. -/
theorem ritz_pair_exact {H : Matrix n n ℂ} (hH : H.IsHermitian) {C : Matrix n (Fin k) ℂ}
    (hC : Cᴴ * C = 1) {S : Finset n} (hcard : S.card = k) (hS : IsLowest hH.eigenvalues S)
    (hE : (Cᴴ * H * C).trace = ((∑ i ∈ S, hH.eigenvalues i : ℝ) : ℂ))
    {y : Fin k → ℂ} {θ : ℂ} (hy0 : y ≠ 0) (hy : (Cᴴ * H * C) *ᵥ y = θ • y) :
    C *ᵥ y ≠ 0 ∧ H *ᵥ (C *ᵥ y) = θ • (C *ᵥ y) := by
  constructor
  · intro h
    apply hy0
    rw [← Matrix.one_mulVec y, ← hC, ← Matrix.mulVec_mulVec, h, Matrix.mulVec_zero]
  · rw [Matrix.mulVec_mulVec, ky_fan_equality hH hC hcard hS hE, ← Matrix.mulVec_mulVec, hy,
      Matrix.mulVec_smul]

/-- The converse fails: for levels 0 and 1, the upper state spans an invariant trial space whose
energy differs from the lowest level. -/
theorem invariant_not_minimal :
    let ε : Fin 2 → ℝ := ![0, 1]
    let C : Matrix (Fin 2) (Fin 1) ℂ := !![0; 1]
    IsLowest ε {0} ∧ Cᴴ * C = 1 ∧
      levelHamiltonian ε * C = C * (Cᴴ * levelHamiltonian ε * C) ∧
      (Cᴴ * levelHamiltonian ε * C).trace ≠ ((∑ i ∈ {0}, ε i : ℝ) : ℂ) := by
  intro ε C
  refine ⟨?_, ?_, ?_, ?_⟩
  · intro i hi j _
    rw [Finset.mem_singleton.1 hi]
    fin_cases j <;> simp [ε]
  · ext i j
    fin_cases i
    fin_cases j
    simp [C, Matrix.mul_apply, Fin.sum_univ_succ]
  · ext i j
    fin_cases i <;> fin_cases j <;>
      simp [C, ε, levelHamiltonian, Matrix.mul_apply, Fin.sum_univ_succ, Matrix.diagonal_apply]
  · simp [C, ε, levelHamiltonian, Matrix.trace, Matrix.mul_apply, Fin.sum_univ_succ,
      Matrix.diagonal_apply]

end KyFanEquality
```

```lean
#print axioms KyFanEquality.exists_isLowest
#print axioms KyFanEquality.invariant_in_eigenbasis
#print axioms KyFanEquality.ritz_pair_exact
#print axioms KyFanEquality.invariant_not_minimal
```

```
'KyFanEquality.exists_isLowest' depends on axioms: [propext, Classical.choice, Quot.sound]
'KyFanEquality.invariant_in_eigenbasis' depends on axioms: [propext, Classical.choice, Quot.sound]
'KyFanEquality.ritz_pair_exact' depends on axioms: [propext, Classical.choice, Quot.sound]
'KyFanEquality.invariant_not_minimal' depends on axioms: [propext, Classical.choice, Quot.sound]
```

## From occupations to invariance in the code

`exists_isLowest` builds a lowest set of any size up to the dimension by induction, adding the lowest missing level each time.

`full_or_empty` is the argument about occupations, stated for real numbers `w` without any matrices. It treats the empty set first and then picks `m` as a highest level in `S`. `hpos` shows that each term is nonnegative, `hsum` that the terms add up to zero, and `hz` that each one vanishes. The final case split asks whether `ε i < ε m`.

`occupation_eq` reads off the diagonal of P² = P, and `coherence_bound` keeps two terms of the resulting sum. "Coherence" is the name used for an off-diagonal entry of P.

`invariant_in_eigenbasis` joins these parts. It derives the bounds on the occupations (`h0`, `h1`), the particle number (`hN`) and the energy (`hE'`) from the projector. Then `hz` removes the entries between different energies, and `hcomm` compares the entries of DP and PD in three cases: lower, equal and higher energy. In the equal case they agree whatever P_ij is, which is why degeneracy does no harm. The closing `calc` is the chain from DV to V(VᴴDV).

`ky_fan_equality` changes basis. `hD` is the spectral decomposition, `hV` says that UᴴC still has orthonormal columns, and `hR` says that the small matrix is unchanged. `ritz_pair_exact` then applies the matrix equation to an eigenvector `y` of the small matrix.

## Invariant spaces with higher energy, and energies that match by accident

The converse fails, as `invariant_not_minimal` shows. With levels 0 and 1, the upper state spans an invariant space, but its energy is 1 and not 0.

Your suspicion about cancellation is right if `S` may be any set of k levels. Take H = diag(0, 1, 2), k = 1, and

c = (1, 0, 1)/√2.

Its energy is (0 + 2)/2 = 1, which is an eigenvalue of H. Yet

Hc = (0, 0, 2)/√2,

which is not a multiple of c. Here the errors from the levels at 0 and 2 do cancel, because there is a level below the target to compensate for the one above.
